# On a finite grid, lattice centring by a group C makes the mean allowed intensity |C| times the overall mean

A one-dimensional crystal is described in a cell twice as long as its true repeat. Sample the density at two points per cell, half a cell apart, so that both samples have the same value \(a\). The structure factors are \(F(0)=a+a=2a\) and \(F(1)=a-a=0\). Over both reflections the mean of \(|F|^2\) is \(2|a|^2\). Over the one reflection that the repeat allows, it is \(4|a|^2\), twice as much. The total intensity is the same in both averages; only the number of reflections has changed.

The same thing happens when a crystal is described in a centred conventional cell. Wilson scaling compares a mean measured intensity with one expected from the cell contents, so it matters whether the absent reflections are counted.

## From vanishing phase sums to the factor |C|

Let the density \(r\) be complex-valued on the grid \((\mathbb Z/N)^n\), with \(N\ge 1\), and let \(C\) be a group of grid translations. Write \(e(j)=\exp(2\pi i j/N)\) and
\[
F(h)=\sum_x r(x)\,e(h\cdot x).
\]
A reflection \(h\) is allowed if \(h\cdot c=0\) modulo \(N\) for every \(c\in C\), and forbidden otherwise. Let \(A\) be the set of allowed reflections.

**Phase sums.** Let \(f\) be an additive map from a finite commutative group to \(\mathbb Z/N\), with \(f(g)\neq0\) for some \(g\). Put \(S=\sum_a e(f(a))\). Replacing \(a\) by \(g+a\) gives \(S=e(f(g))\,S\). Since \(e(f(g))\neq1\), it follows that \(S=0\).

**Counting.** Evaluate \(\sum_h\sum_{c\in C}e(h\cdot c)\) in two orders. For fixed \(h\), the sum over \(c\) is \(|C|\) if \(h\) is allowed and zero otherwise, so the total is \(|A||C|\). For fixed \(c\neq0\), some component \(c_i\) is non-zero, the unit vector along \(i\) gives a non-trivial phase, and the sum over \(h\) vanishes. Only \(c=0\) contributes, with \(N^n\). Hence \(|A||C|=N^n\).

**Absences.** Let \(F_c\) be the structure factor of the translated density \(r(x+c)\). Shifting the summation variable gives \(e(h\cdot c)F_c(h)=F(h)\). If \(r\) is invariant, then \(F_c=F\) and \((e(h\cdot c)-1)F(h)=0\). A forbidden \(h\) has some \(c\) with \(h\cdot c\neq0\), so \(F(h)=0\).

**The means.** The sums of \(|F|^2\) over \(A\) and over all \(h\) therefore agree, and
\[
\frac1{|A|}\sum_{h\in A}|F(h)|^2=\frac{|C|}{N^n}\sum_h|F(h)|^2 .
\]

**Parseval.** Expanding the square,
\[
\sum_h|F(h)|^2=\sum_{x,y}r(x)\overline{r(y)}\sum_h e(h\cdot(x-y))=N^n\sum_x|r(x)|^2,
\]
because the inner sum vanishes unless \(x=y\). The allowed mean is thus \(|C|\sum_x|r(x)|^2\).

**The converse.** Suppose that the relation between the means holds. Multiplying by \(|A|\) shows that the two intensity sums agree, so \(F\) vanishes at every forbidden \(h\). For \(c\in C\), the difference \(d(x)=r(x+c)-r(x)\) has structure factor \((e(-h\cdot c)-1)F(h)\). The bracket vanishes at allowed \(h\), and \(F(h)\) at forbidden \(h\). Parseval gives \(\sum_x|d(x)|^2=0\), so \(r\) is invariant.

Invariance is needed: on the two-point grid with \(C=\{0,1\}\), the density \(r(0)=1,\ r(1)=0\) has \(F(0)=F(1)=1\). Both means are 1, and the factor 2 fails.

## Density, reflections and means in Lean

The grid has dimension `n`, and `NeZero N` says that \(N\ge1\).

```lean
import Mathlib

open Finset ComplexConjugate

namespace CentringWilson

variable {N n : ℕ} [NeZero N]
```

The function `ZMod.stdAddChar` is \(e\), and `h ⬝ᵥ x` is \(h\cdot x\) modulo \(N\). The exponent has the crystallographic plus sign, and there is no volume factor. The vector `h` stands for the whole index triple \(hkl\) when \(n=3\).

```lean
/-- The structure factor `F(h) = ∑ₓ r(x) exp(2πi h·x/N)` of a density on the grid. -/
noncomputable def structureFactor (r : (Fin n → ZMod N) → ℂ) (h : Fin n → ZMod N) : ℂ :=
  ∑ x, r x * ZMod.stdAddChar (h ⬝ᵥ x)
```

`IsCentred` refers to lattice centring, not to a centre of inversion. The letter `C` is the whole translation group, including zero, and not the C-face centring symbol.

```lean
/-- The density is unchanged by every translation in the subgroup `C`. -/
def IsCentred (r : (Fin n → ZMod N) → ℂ) (C : AddSubgroup (Fin n → ZMod N)) : Prop :=
  ∀ c ∈ C, ∀ x, r (x + c) = r x

open Classical in
/-- The reflections allowed by the centring: those `h` with `h·c = 0` for all `c` in `C`. -/
noncomputable def allowed (C : AddSubgroup (Fin n → ZMod N)) : Finset (Fin n → ZMod N) :=
  univ.filter fun h => ∀ c ∈ C, h ⬝ᵥ c = 0
```

The mean divides by the number of reflections in `S`. The allowed set always contains \(h=0\), so \(F(0)\) enters every average below.

```lean
/-- The mean of `|F(h)|²` over a nonempty finite set `S` of reflections. -/
noncomputable def meanIntensity (r : (Fin n → ZMod N) → ℂ)
    (S : Finset (Fin n → ZMod N)) : ℝ :=
  (∑ h ∈ S, ‖structureFactor r h‖ ^ 2) / (S.card : ℝ)

lemma mem_allowed {C : AddSubgroup (Fin n → ZMod N)} {h : Fin n → ZMod N} :
    h ∈ allowed C ↔ ∀ c ∈ C, h ⬝ᵥ c = 0 := by
  simp [allowed]
```

## Phase sums and the number of allowed reflections

In `sum_phase`, `Equiv.addLeft g` is the shift of the summation variable, and `key` is the equation \(e(f(g))S=S\).

```lean
/-- Phases that depend additively on the elements of a finite commutative group sum to zero as soon
as one of them is non-trivial. -/
theorem sum_phase {G : Type*} [AddCommGroup G] [Fintype G] (f : G → ZMod N)
    (hf : ∀ a b, f (a + b) = f a + f b) (g : G) (hg : f g ≠ 0) :
    ∑ a, ZMod.stdAddChar (f a) = 0 := by
  have hne : ZMod.stdAddChar (f g) ≠ 1 := fun h =>
    hg (ZMod.injective_stdAddChar (h.trans (AddChar.map_zero_eq_one _).symm))
  -- shifting the summation variable by `g` multiplies the sum by a phase
  have key : ZMod.stdAddChar (f g) * ∑ a, ZMod.stdAddChar (f a)
      = ∑ a, ZMod.stdAddChar (f a) := by
    rw [Finset.mul_sum]
    exact Fintype.sum_equiv (Equiv.addLeft g) _ _ fun a => by
      rw [Equiv.coe_addLeft, hf, AddChar.map_add_eq_mul]
  have h0 : (ZMod.stdAddChar (f g) - 1) * ∑ a, ZMod.stdAddChar (f a) = 0 := by
    linear_combination key
  exact (mul_eq_zero.1 h0).resolve_left (sub_ne_zero.2 hne)
```

For the sum over the grid, `Pi.single i 1` is the unit vector along a non-zero component.

```lean
lemma sum_grid_phase (x : Fin n → ZMod N) (hx : x ≠ 0) :
    ∑ h : Fin n → ZMod N, ZMod.stdAddChar (h ⬝ᵥ x) = 0 := by
  obtain ⟨i, hi⟩ := Function.ne_iff.1 hx
  exact sum_phase (fun h => h ⬝ᵥ x) (fun a b => add_dotProduct a b x) (Pi.single i 1)
    (by simpa using hi)
```

In the counting theorem, `inner_sum` evaluates the sum over \(C\) for fixed \(h\). Then `h1` and `h2` are the two orders of summation, with `Finset.sum_comm` exchanging them.

```lean
/-- The number of allowed reflections times the number of centring translations is the
number `N^n` of all reflections. -/
theorem card_allowed (C : AddSubgroup (Fin n → ZMod N)) :
    (allowed C).card * Nat.card C = N ^ n := by
  classical
  let : Fintype C := Fintype.ofFinite C
  have inner_sum : ∀ h : Fin n → ZMod N,
      ∑ c : C, ZMod.stdAddChar (h ⬝ᵥ (c : Fin n → ZMod N))
        = if h ∈ allowed C then (Nat.card C : ℂ) else 0 := by
    intro h
    split_ifs with hh
    · have h1 : ∀ c : C, ZMod.stdAddChar (h ⬝ᵥ (c : Fin n → ZMod N)) = 1 := fun c => by
        rw [mem_allowed.1 hh c c.2, AddChar.map_zero_eq_one]
      rw [Finset.sum_congr rfl fun c _ => h1 c, Nat.card_eq_fintype_card]
      simp
    · rw [mem_allowed] at hh
      push Not at hh
      obtain ⟨c, hc, hne⟩ := hh
      exact sum_phase (fun c : C => h ⬝ᵥ (c : Fin n → ZMod N))
        (fun a b => dotProduct_add h a b) ⟨c, hc⟩ hne
  -- sum the phases over `h` and `c` in both orders
  have h1 : ∑ h : Fin n → ZMod N, ∑ c : C, ZMod.stdAddChar (h ⬝ᵥ (c : Fin n → ZMod N))
      = ((allowed C).card : ℂ) * (Nat.card C : ℂ) := by
    rw [Finset.sum_congr rfl fun h _ => inner_sum h, Finset.sum_ite_mem,
      Finset.univ_inter, Finset.sum_const, nsmul_eq_mul]
  have h2 : ∑ h : Fin n → ZMod N, ∑ c : C, ZMod.stdAddChar (h ⬝ᵥ (c : Fin n → ZMod N))
      = (N : ℂ) ^ n := by
    rw [Finset.sum_comm, Finset.sum_eq_single (0 : C)]
    · simp
    · intro c _ hc
      exact sum_grid_phase _ fun h => hc (Subtype.ext h)
    · simp
  exact_mod_cast h1.symm.trans h2
```

## Translation and Parseval

The first theorem is the phase relation between \(F_c\) and \(F\).

```lean
/-- Translating the density by `c` changes the structure factor only by the phase of `h·c`. -/
theorem structureFactor_translate (r : (Fin n → ZMod N) → ℂ) (c h : Fin n → ZMod N) :
    ZMod.stdAddChar (h ⬝ᵥ c) * structureFactor (fun x => r (x + c)) h
      = structureFactor r h := by
  rw [structureFactor, structureFactor, Finset.mul_sum]
  refine Fintype.sum_equiv (Equiv.addRight c) _ _ fun x => ?_
  rw [Equiv.coe_addRight, dotProduct_add, AddChar.map_add_eq_mul]
  ring
```

For Parseval, `key` expands \(|F(h)|^2\) as a double sum, and `Finset.sum_eq_single x` keeps the terms with \(y=x\).

```lean
/-- Parseval's identity: the total intensity is `N^n` times the sum of `|r(x)|²`. -/
theorem parseval (r : (Fin n → ZMod N) → ℂ) :
    ∑ h, ‖structureFactor r h‖ ^ 2 = (N : ℝ) ^ n * ∑ x, ‖r x‖ ^ 2 := by
  have key : ∀ h, ((‖structureFactor r h‖ ^ 2 : ℝ) : ℂ)
      = ∑ x, ∑ y, r x * conj (r y) * ZMod.stdAddChar (h ⬝ᵥ (x - y)) := by
    intro h
    rw [Complex.ofReal_pow, ← Complex.mul_conj', structureFactor, map_sum,
      Finset.sum_mul_sum]
    refine Finset.sum_congr rfl fun x _ => Finset.sum_congr rfl fun y _ => ?_
    rw [dotProduct_sub, sub_eq_add_neg, AddChar.map_add_eq_mul, AddChar.map_neg_eq_conj,
      map_mul]
    ring
  apply Complex.ofReal_injective
  rw [Complex.ofReal_sum, Finset.sum_congr rfl fun h _ => key h, Finset.sum_comm,
    Complex.ofReal_mul, Complex.ofReal_sum, Finset.mul_sum]
  refine Finset.sum_congr rfl fun x _ => ?_
  -- only the terms with `y = x` survive the sum over `h`
  rw [Finset.sum_comm, Finset.sum_eq_single x]
  · simp [Complex.mul_conj']
  · intro y _ hy
    rw [← Finset.mul_sum, sum_grid_phase _ (sub_ne_zero.2 hy.symm), mul_zero]
  · simp
```

## The centring correction and Wilson's mean

The next lemma uses only the count, so it holds for any density: \(|C|\) times the overall mean is the total intensity divided by \(|A|\).

```lean
lemma card_mul_mean (r : (Fin n → ZMod N) → ℂ) (C : AddSubgroup (Fin n → ZMod N)) :
    (Nat.card C : ℝ) * meanIntensity r univ
      = (∑ h, ‖structureFactor r h‖ ^ 2) / ((allowed C).card : ℝ) := by
  have hu : ((univ : Finset (Fin n → ZMod N)).card : ℝ)
      = ((allowed C).card : ℝ) * (Nat.card C : ℝ) := by
    rw [← Nat.cast_mul, card_allowed]
    simp
  have hC : (Nat.card C : ℝ) ≠ 0 := Nat.cast_ne_zero.2 Nat.card_pos.ne'
  rw [meanIntensity, hu, mul_comm ((allowed C).card : ℝ), ← mul_div_assoc,
    mul_div_mul_left _ _ hC]
```

It remains to show that the sum over allowed reflections is the total. `Finset.sum_subset` reduces this to the vanishing of each forbidden term, which `h0` supplies as \((e(h\cdot c)-1)F(h)=0\).

```lean
/-- Centring correction: for a density invariant under the translations in `C`, the mean
intensity of the allowed reflections is `|C|` times the mean over all reflections. -/
theorem centring_correction (r : (Fin n → ZMod N) → ℂ) (C : AddSubgroup (Fin n → ZMod N))
    (hr : IsCentred r C) :
    meanIntensity r (allowed C) = (Nat.card C : ℝ) * meanIntensity r univ := by
  rw [card_mul_mean, meanIntensity]
  congr 1
  refine Finset.sum_subset (Finset.subset_univ _) fun h _ hh => ?_
  rw [mem_allowed] at hh
  push Not at hh
  obtain ⟨c, hc, hne⟩ := hh
  -- a forbidden reflection equals itself times a non-trivial phase
  have ht := structureFactor_translate r c h
  rw [funext (hr c hc)] at ht
  have h1 : ZMod.stdAddChar (h ⬝ᵥ c) ≠ 1 := fun h' =>
    hne (ZMod.injective_stdAddChar (h'.trans (AddChar.map_zero_eq_one _).symm))
  have h0 : (ZMod.stdAddChar (h ⬝ᵥ c) - 1) * structureFactor r h = 0 := by
    linear_combination ht
  rw [(mul_eq_zero.1 h0).resolve_left (sub_ne_zero.2 h1)]
  simp
```

Parseval turns the overall mean into \(\sum_x|r(x)|^2\).

```lean
/-- Wilson's mean intensity with centring: for a density invariant under `C`, the allowed
reflections have mean intensity `|C| ∑ₓ |r(x)|²`. -/
theorem wilson_mean (r : (Fin n → ZMod N) → ℂ) (C : AddSubgroup (Fin n → ZMod N))
    (hr : IsCentred r C) :
    meanIntensity r (allowed C) = (Nat.card C : ℝ) * ∑ x, ‖r x‖ ^ 2 := by
  have hN : (N : ℝ) ^ n ≠ 0 := pow_ne_zero _ (Nat.cast_ne_zero.2 (NeZero.ne N))
  have hu : ((univ : Finset (Fin n → ZMod N)).card : ℝ) = (N : ℝ) ^ n := by simp
  rw [centring_correction r C hr, meanIntensity, parseval, hu, mul_div_cancel_left₀ _ hN]
```

For point scatterers of weights \(f_j\) on distinct grid points, this sum is \(\sum_j f_j^2\) over the whole conventional cell. Wilson's argument reaches such a mean by treating atomic positions as random; here it is an identity for one given density, averaged over all \(|A|=N^n/|C|\) allowed reflections of the grid. Measured data are averaged over resolution shells instead of that complete set, and there the mean \(|C|\sum_j f_j^2\) is in general only an approximation.

In a scaling calculation the factor enters the expected intensity. Suppose that an F-centred cell, with \(|C|=4\), has \(\sum_j f_j^2=100\) in some shell, and that the allowed reflections there have mean measured intensity 800. With thermal damping neglected, the expected mean is 400 and the scale factor, taken as measured over expected intensity, is 2. Without the centring factor it would come out as 8.

In a plane-wave electronic-structure calculation, a centred density in a conventional cell has zero Fourier coefficients at the forbidden reciprocal-lattice vectors. The discrete transform of its samples is sure to have the same zeros if the grid contains the centring translations; otherwise aliasing can fill them.

## Equality of means forces invariance

Once `card_mul_mean` has given both sides the denominator \(|A|\) and this has been cancelled, `hz` says that the forbidden reflections carry no intensity. The fact `hF` treats allowed and forbidden \(h\) separately to show that the difference density has no structure factors, and `parseval` then makes it vanish at every point.

```lean
/-- Converse: if the mean intensity of the reflections allowed by `C` is `|C|` times the
mean over all reflections, the density is invariant under the translations in `C`. -/
theorem centred_of_mean (r : (Fin n → ZMod N) → ℂ) (C : AddSubgroup (Fin n → ZMod N))
    (hm : meanIntensity r (allowed C) = (Nat.card C : ℝ) * meanIntensity r univ) :
    IsCentred r C := by
  classical
  have ha : ((allowed C).card : ℝ) ≠ 0 :=
    Nat.cast_ne_zero.2 (Finset.card_pos.2 ⟨0, mem_allowed.2 fun c _ => zero_dotProduct c⟩).ne'
  rw [card_mul_mean, meanIntensity, div_left_inj' ha] at hm
  -- the forbidden reflections carry no intensity
  have hs := Finset.sum_sdiff (f := fun h => ‖structureFactor r h‖ ^ 2)
    (Finset.subset_univ (allowed C))
  have hz : ∑ h ∈ univ \ allowed C, ‖structureFactor r h‖ ^ 2 = 0 := by linarith
  rw [Finset.sum_eq_zero_iff_of_nonneg fun h _ => sq_nonneg _] at hz
  intro c hc
  have hF : ∀ h, structureFactor (fun x => r (x + c) - r x) h = 0 := by
    intro h
    have hsub : structureFactor (fun x => r (x + c) - r x) h
        = structureFactor (fun x => r (x + c)) h - structureFactor r h := by
      simp only [structureFactor, sub_mul, Finset.sum_sub_distrib]
    have ht := structureFactor_translate r c h
    by_cases hh : h ∈ allowed C
    · rw [mem_allowed.1 hh c hc, AddChar.map_zero_eq_one, one_mul] at ht
      rw [hsub, ht, sub_self]
    · have h0 : structureFactor r h = 0 :=
        norm_eq_zero.1 (pow_eq_zero_iff two_ne_zero |>.1 (hz h (by simp [hh])))
      have hne : ZMod.stdAddChar (h ⬝ᵥ c) ≠ 0 := fun h' => by
        have h1 := AddChar.map_add_eq_mul ZMod.stdAddChar (h ⬝ᵥ c) (-(h ⬝ᵥ c))
        rw [add_neg_cancel, AddChar.map_zero_eq_one, h', zero_mul] at h1
        exact one_ne_zero h1
      rw [h0] at ht
      rw [hsub, h0, (mul_eq_zero.1 ht).resolve_left hne, sub_self]
  -- by Parseval the difference density vanishes
  have hp := parseval fun x => r (x + c) - r x
  rw [Finset.sum_eq_zero fun h _ => by rw [hF h]; simp] at hp
  have hN : (N : ℝ) ^ n ≠ 0 := pow_ne_zero _ (Nat.cast_ne_zero.2 (NeZero.ne N))
  have h0 := (mul_eq_zero.1 hp.symm).resolve_left hN
  rw [Finset.sum_eq_zero_iff_of_nonneg fun x _ => sq_nonneg _] at h0
  intro x
  exact sub_eq_zero.1 (norm_eq_zero.1 (pow_eq_zero_iff two_ne_zero |>.1 (h0 x (mem_univ x))))
```

## One centring vector of order two

For A, B, C or I centring, \(N\) is even and a single vector is added. The body-centring vector is \(c=(N/2,N/2,N/2)\), and \(h\cdot c=0\) modulo \(N\) means that the three components of \(h\) have an even sum, the rule usually written as "\(h+k+l\) even". The theorem asks for \(c\neq0\), \(2c=0\) and invariance under \(c\) alone.

The proof separates even and odd multiples of \(c\) to show that the generated group is \(\{0,c\}\). It has two elements, its allowed reflections are those with \(h\cdot c=0\), and the general correction gives the factor 2.

```lean
/-- If the density is invariant under a translation `c ≠ 0` with `2c = 0`, the mean intensity of the
reflections with `h·c = 0` is twice the mean over all reflections. -/
theorem double_centring (r : (Fin n → ZMod N) → ℂ) (c : Fin n → ZMod N) (hc : c ≠ 0)
    (h2 : c + c = 0) (hr : ∀ x, r (x + c) = r x) :
    meanIntensity r (univ.filter fun h => h ⬝ᵥ c = 0) = 2 * meanIntensity r univ := by
  -- the subgroup generated by `c` is `{0, c}`
  have hmem : ∀ d ∈ AddSubgroup.zmultiples c, d = 0 ∨ d = c := by
    intro d hd
    obtain ⟨k, rfl⟩ := AddSubgroup.mem_zmultiples_iff.1 hd
    obtain ⟨m, rfl | rfl⟩ := Int.even_or_odd' k
    · left
      rw [mul_comm, mul_smul, two_smul, h2, smul_zero]
    · right
      rw [add_smul, mul_comm, mul_smul, two_smul, h2, smul_zero, zero_add, one_smul]
  have hS : allowed (AddSubgroup.zmultiples c) = univ.filter fun h => h ⬝ᵥ c = 0 := by
    ext h
    rw [mem_allowed, Finset.mem_filter]
    refine ⟨fun H => ⟨mem_univ h, H c (AddSubgroup.mem_zmultiples c)⟩, fun H d hd => ?_⟩
    rcases hmem d hd with rfl | rfl
    · exact dotProduct_zero h
    · exact H.2
  have hcard : Nat.card (AddSubgroup.zmultiples c) = 2 := by
    rw [Nat.card_zmultiples]
    exact addOrderOf_eq_prime (by rw [two_nsmul, h2]) hc
  have hinv : IsCentred r (AddSubgroup.zmultiples c) := by
    intro d hd x
    rcases hmem d hd with rfl | rfl
    · rw [add_zero]
    · exact hr x
  rw [← hS, centring_correction r _ hinv, hcard, Nat.cast_ofNat]

end CentringWilson
```

```lean
#print axioms CentringWilson.wilson_mean
#print axioms CentringWilson.centred_of_mean
#print axioms CentringWilson.double_centring
```

```
'CentringWilson.wilson_mean' depends on axioms: [propext, Classical.choice, Quot.sound]
'CentringWilson.centred_of_mean' depends on axioms: [propext, Classical.choice, Quot.sound]
'CentringWilson.double_centring' depends on axioms: [propext, Classical.choice, Quot.sound]
```
